# Near linear dependence of $u$ and the APW+lo local orbital as $u(R)\to 0$ at fixed $\dot u(R)\neq 0$

## A radial function that almost vanishes at the sphere

In the APW+lo method, space is divided into atomic spheres and an interstitial region. Inside a sphere of radius $R$, for one angular momentum channel, the augmented plane waves use a radial function $u$, which solves the radial Schrödinger equation at a chosen energy. Local orbitals add variational freedom. The kind considered here combines $u$ with its energy derivative $\dot u$ so that the result vanishes at the boundary, and it is set to zero outside the sphere.

If the chosen energy lies near one where $u(R)=0$, then $u$ nearly satisfies the boundary condition by itself. The local orbital needs hardly any $\dot u$, and after normalization it almost coincides with $u$ up to sign. How close are the two functions to linear dependence?

Write $v$ for $\dot u$, and let $p=u(R)$ and $q=v(R)$; here $p$ is a boundary value, not a momentum. The inner product is $\langle f,g\rangle=\int_0^R f(r)g(r)\,r^2\,dr$, and $N=\|v\|^2$. Since $u$ is normalized at every energy, differentiating $\langle u,u\rangle=1$ with respect to energy gives $2\langle u,v\rangle=0$, so $u$ and $v$ are orthogonal.

The condition $q\neq0$ says that the energy derivative does not vanish at the boundary. For the nonrelativistic radial equation in Hartree units, $\tfrac12R^2\,[\dot u(R)u'(R)-u(R)\dot u'(R)]=1$, so $q$ is nonzero whenever $p=0$.

## From the boundary condition to the Gram determinant

A combination $au+bv$ has boundary value $ap+bq$. For $q\neq0$ this vanishes exactly when $b=-ap/q$, which gives

$$au+bv=\frac{a}{q}\,(qu-pv).$$

Conversely, $qu-pv$ has boundary value $qp-pq=0$, and so does every multiple of it. The local orbital is therefore $w=qu-pv$, up to a factor.

Orthogonality and $\|u\|=1$ give its squared norm and its overlap with $u$:

$$\|w\|^2=q^2\|u\|^2-2qp\langle u,v\rangle+p^2\|v\|^2=q^2+Np^2,$$

$$\langle u,w\rangle=q\langle u,u\rangle-p\langle u,v\rangle=q.$$

The second equation shows that $w\neq0$ if $q\neq0$. For nonzero $w$, let $\hat w=w/\|w\|$. Its overlap with $u$ is $q/\sqrt{q^2+Np^2}$, and the Gram determinant, the determinant of the $2\times2$ overlap matrix, is

$$G=\langle u,u\rangle\langle\hat w,\hat w\rangle-\langle u,\hat w\rangle^2
=1-\frac{q^2}{q^2+Np^2}=\frac{Np^2}{q^2+Np^2}.$$

For fixed $N$ and $q\neq0$, numerator and denominator are continuous in $p$, with values $0$ and $q^2$ at $p=0$. Hence $G\to0$ as $p\to0$.

Three consequences follow for $w\neq0$:

- Multiplying $G<\varepsilon$ by the positive denominator gives $Np^2<\varepsilon(q^2+Np^2)$, that is, $Np^2(1-\varepsilon)<\varepsilon q^2$.
- If $v\neq0$, then $N>0$, and $G=0$ exactly when $p=0$.
- If $p\neq0$, solving $\|w\|\hat w=qu-pv$ for $v$ gives
$$v=\frac{q}{p}\,u-\frac{\|w\|}{p}\,\hat w.$$

The last identity shows what near dependence does to the coefficients. The pair $u,\hat w$ still represents $v$, but as a difference of two terms with large coefficients when $|p|$ is much smaller than $|q|$.

## The overlap matrix in numbers

In an APW+lo calculation, the radial equation is integrated in each sphere to obtain $u$, $\dot u$, their boundary values and $N$. The normalized local orbital $\hat w$ then has the coefficients $q/\sqrt{q^2+Np^2}$ for $u$ and $-p/\sqrt{q^2+Np^2}$ for $\dot u$. Radial overlaps of this kind enter the overlap matrix $S$ of the generalized eigenvalue problem $Hc=ESc$, where $H$ is the Hamiltonian matrix, $c$ a coefficient vector and $E$ an eigenvalue.

Take the illustrative values $q=1$, $N=4$ and $p=0.1$ in consistent units. Then $\|w\|=\sqrt{1.04}\approx1.020$, and the overlap of $u$ with $\hat w$ is about $0.981$. The determinant is $0.04/1.04\approx0.038$, and the smaller eigenvalue of the $2\times2$ overlap matrix is about $0.019$. The energy derivative becomes $v\approx10\,u-10.2\,\hat w$, although its norm is only $2$.

This bears on the conditioning of electronic-structure bases, within the restriction to one radial channel and two functions. The step left open is the passage to the full matrix $S$: an augmented plane wave also has an interstitial part and components in other channels, and its coefficient of $u$ is itself fixed by matching at the boundary. A small $G$ alone does not determine how small the lowest eigenvalue of $S$ is.

## The limit fails for $q=0$

In the plane, take $u=(1,0)$, $v=(0,2)$ and $q=0$. For every $p\neq0$ the local orbital is $(0,-2p)$. Normalized, it is $(0,\pm1)$, which is orthogonal to $u$. The Gram determinant equals $1$ however small $p$ is, so it does not tend to zero. The condition $q\neq0$ in the limit theorem excludes this case. The example concerns vectors, not solutions of a radial equation. For the nonrelativistic radial equation with $q=0$, the boundary identity above becomes $-\tfrac12R^2\,p\,\dot u'(R)=1$, so $p$ cannot tend to zero while $\dot u$ stays fixed.

## Functions as vectors, boundary values as numbers

In Lean, the radial functions are vectors `u` and `v` in a real inner product space `V`. Neither finite dimension nor completeness is required, so `V` can be the space of continuous functions on $[0,R]$ with the weighted inner product above. The hypotheses `hu : ‖u‖ = 1` and `huv : ⟪u, v⟫_ℝ = 0` express normalization and orthogonality. They are assumed; the radial equation and differentiation with respect to energy do not appear.

The definition `localOrbital p q u v` is $w$, `normalizedLO p q u v` is $\hat w$, and `gramDet` is the determinant of the overlap matrix. The number $N$ is written `‖v‖ ^ 2`.

Evaluation at the boundary is a linear map `B : V →ₗ[ℝ] ℝ`, which need not be continuous. It occurs only in `boundary_zero_iff`, where $p$ and $q$ are `B u` and `B v`. That theorem says that, for `B v ≠ 0`, a combination of `u` and `v` vanishes at the boundary exactly when it is a multiple of the local orbital. It needs neither normalization nor orthogonality.

In the other theorems `p` and `q` are free real numbers. The central one, `gramDet_normalizedLO`, assumes a nonzero local orbital and states that the normalized orbital has norm one and that its Gram determinant with `u` is $Np^2/(q^2+Np^2)$. The case `v = 0` is allowed as long as the local orbital is nonzero; the determinant is then zero for every `p`.

The limit theorem `tendsto_gramDet` varies `p` while `u`, `v` and `q` stay fixed. In a real sphere, a change of energy changes all of these together. The determinant formula applies at each energy separately, and the bound $G\le Np^2/q^2$ shows that the limit persists if $N$ stays bounded and $q$ stays away from zero.

The theorems `gramDet_lt_iff`, `gramDet_eq_zero_iff` and `energyDerivative_expansion` state the three consequences derived above. The last of them requires only `p ≠ 0`. Finally, `gramDet_witness` gives an instance in the plane: $u=(1,0)$, $v=(0,2)$ and $p=q=1$ satisfy the hypotheses, and the determinant is $4/5$.

## The Lean source

```lean
import Mathlib

open scoped InnerProductSpace Topology
open Filter

namespace APWLocalOrbital

noncomputable section

variable {V : Type*} [NormedAddCommGroup V] [InnerProductSpace ℝ V]

/-- The local orbital `q u - p v` built from a radial function `u` with boundary value `p`
and its energy derivative `v` with boundary value `q`. -/
def localOrbital (p q : ℝ) (u v : V) : V := q • u - p • v

/-- The local orbital divided by its norm; meant for a nonzero local orbital. -/
def normalizedLO (p q : ℝ) (u v : V) : V :=
  ‖localOrbital p q u v‖⁻¹ • localOrbital p q u v

/-- The Gram determinant of two functions: the determinant of their overlap matrix. -/
def gramDet (x y : V) : ℝ :=
  Matrix.det !![⟪x, x⟫_ℝ, ⟪x, y⟫_ℝ; ⟪y, x⟫_ℝ, ⟪y, y⟫_ℝ]

/-- Let `B` give the value at the sphere boundary, with `B v ≠ 0`. A combination of `u` and `v`
vanishes at the boundary exactly when it is a multiple of the local orbital. -/
theorem boundary_zero_iff (B : V →ₗ[ℝ] ℝ) (u v : V) (hv : B v ≠ 0) (a b : ℝ) :
    B (a • u + b • v) = 0 ↔
      ∃ c : ℝ, a • u + b • v = c • localOrbital (B u) (B v) u v := by
  constructor
  · intro h
    have h' : a * B u + b * B v = 0 := by
      simpa only [map_add, map_smul, smul_eq_mul] using h
    -- the boundary condition fixes the coefficient of `v`
    have hb : b = -(a / B v * B u) := by
      field_simp
      linear_combination h'
    refine ⟨a / B v, ?_⟩
    rw [hb, localOrbital, smul_sub, smul_smul, smul_smul, div_mul_cancel₀ a hv, neg_smul,
      sub_eq_add_neg]
  · rintro ⟨c, hc⟩
    rw [hc]
    simp only [localOrbital, map_smul, map_sub, smul_eq_mul]
    ring

/-- For normalized `u` orthogonal to `v`, the squared norm of the local orbital is
`q² + ‖v‖² p²`. -/
theorem norm_sq_localOrbital {u v : V} (hu : ‖u‖ = 1) (huv : ⟪u, v⟫_ℝ = 0) (p q : ℝ) :
    ‖localOrbital p q u v‖ ^ 2 = q ^ 2 + ‖v‖ ^ 2 * p ^ 2 := by
  rw [localOrbital, norm_sub_sq_real, norm_smul, norm_smul, real_inner_smul_left,
    real_inner_smul_right, huv, mul_pow, mul_pow, hu]
  simp only [Real.norm_eq_abs, sq_abs]
  ring

/-- For normalized `u` orthogonal to `v`, the overlap of `u` with the local orbital is `q`. -/
theorem inner_localOrbital {u v : V} (hu : ‖u‖ = 1) (huv : ⟪u, v⟫_ℝ = 0) (p q : ℝ) :
    ⟪u, localOrbital p q u v⟫_ℝ = q := by
  rw [localOrbital, inner_sub_right, real_inner_smul_right, real_inner_smul_right, huv,
    real_inner_self_eq_norm_sq, hu]
  ring

/-- For normalized `u` orthogonal to `v`, the local orbital is nonzero if `q ≠ 0`. -/
theorem localOrbital_ne_zero {u v : V} (hu : ‖u‖ = 1) (huv : ⟪u, v⟫_ℝ = 0) (p : ℝ) {q : ℝ}
    (hq : q ≠ 0) : localOrbital p q u v ≠ 0 := by
  intro h
  have h1 := inner_localOrbital hu huv p q
  rw [h, inner_zero_right] at h1
  exact hq h1.symm

/-- Let `u` be normalized and orthogonal to `v`, and let the local orbital be nonzero. Then the
normalized local orbital has norm one, and its Gram determinant with `u` is
`‖v‖² p² / (q² + ‖v‖² p²)`. -/
theorem gramDet_normalizedLO {u v : V} (hu : ‖u‖ = 1) (huv : ⟪u, v⟫_ℝ = 0) {p q : ℝ}
    (h : localOrbital p q u v ≠ 0) :
    ‖normalizedLO p q u v‖ = 1 ∧
      gramDet u (normalizedLO p q u v) = ‖v‖ ^ 2 * p ^ 2 / (q ^ 2 + ‖v‖ ^ 2 * p ^ 2) := by
  have hn : ‖localOrbital p q u v‖ ≠ 0 := norm_ne_zero_iff.mpr h
  have h1 : ‖normalizedLO p q u v‖ = 1 := by
    rw [normalizedLO, norm_smul, norm_inv, norm_norm, inv_mul_cancel₀ hn]
  refine ⟨h1, ?_⟩
  -- the overlap with `u` is `q` divided by the norm of the local orbital
  have hi : ⟪u, normalizedLO p q u v⟫_ℝ = ‖localOrbital p q u v‖⁻¹ * q := by
    rw [normalizedLO, real_inner_smul_right, inner_localOrbital hu huv]
  have hi' : ⟪normalizedLO p q u v, u⟫_ℝ = ‖localOrbital p q u v‖⁻¹ * q := by
    rw [real_inner_comm]
    exact hi
  have hs := norm_sq_localOrbital hu huv p q
  rw [gramDet, Matrix.det_fin_two_of, real_inner_self_eq_norm_sq, real_inner_self_eq_norm_sq,
    hi, hi', hu, h1, ← hs]
  field_simp
  linear_combination hs

/-- Near linear dependence: for normalized `u` orthogonal to `v` and fixed `q ≠ 0`, the Gram
determinant of `u` and the normalized local orbital tends to zero as `p` tends to zero. -/
theorem tendsto_gramDet {u v : V} (hu : ‖u‖ = 1) (huv : ⟪u, v⟫_ℝ = 0) {q : ℝ} (hq : q ≠ 0) :
    Tendsto (fun p : ℝ => gramDet u (normalizedLO p q u v)) (𝓝 0) (𝓝 0) := by
  have hf : (fun p : ℝ => gramDet u (normalizedLO p q u v)) =
      fun p : ℝ => ‖v‖ ^ 2 * p ^ 2 / (q ^ 2 + ‖v‖ ^ 2 * p ^ 2) :=
    funext fun p => (gramDet_normalizedLO hu huv (localOrbital_ne_zero hu huv p hq)).2
  have hc : ContinuousAt
      (fun p : ℝ => ‖v‖ ^ 2 * p ^ 2 / (q ^ 2 + ‖v‖ ^ 2 * p ^ 2)) 0 := by
    apply ContinuousAt.div
    · fun_prop
    · fun_prop
    · simp [hq]
  rw [hf]
  simpa using hc.tendsto

/-- For normalized `u` orthogonal to `v` and a nonzero local orbital, the Gram determinant lies
below a tolerance `ε` exactly when `‖v‖² p² (1 - ε) < ε q²`. -/
theorem gramDet_lt_iff {u v : V} (hu : ‖u‖ = 1) (huv : ⟪u, v⟫_ℝ = 0) {p q : ℝ}
    (h : localOrbital p q u v ≠ 0) (ε : ℝ) :
    gramDet u (normalizedLO p q u v) < ε ↔ ‖v‖ ^ 2 * p ^ 2 * (1 - ε) < ε * q ^ 2 := by
  have hpos : 0 < q ^ 2 + ‖v‖ ^ 2 * p ^ 2 := by
    rw [← norm_sq_localOrbital hu huv p q]
    exact pow_pos (norm_pos_iff.mpr h) 2
  rw [(gramDet_normalizedLO hu huv h).2, div_lt_iff₀ hpos]
  constructor <;> intro h1 <;> linarith

/-- For normalized `u` orthogonal to `v ≠ 0` and a nonzero local orbital, the Gram determinant
vanishes exactly when the boundary value `p` is zero. -/
theorem gramDet_eq_zero_iff {u v : V} (hu : ‖u‖ = 1) (huv : ⟪u, v⟫_ℝ = 0) (hv : v ≠ 0)
    {p q : ℝ} (h : localOrbital p q u v ≠ 0) :
    gramDet u (normalizedLO p q u v) = 0 ↔ p = 0 := by
  have hpos : 0 < q ^ 2 + ‖v‖ ^ 2 * p ^ 2 := by
    rw [← norm_sq_localOrbital hu huv p q]
    exact pow_pos (norm_pos_iff.mpr h) 2
  rw [(gramDet_normalizedLO hu huv h).2]
  constructor
  · intro e
    rcases div_eq_zero_iff.mp e with e | e
    · simpa [hv] using e
    · exact absurd e hpos.ne'
  · intro e
    simp [e]

/-- For `p ≠ 0` the energy derivative `v` is recovered from `u` and the normalized local orbital
with the coefficients `q / p` and minus the norm of the local orbital over `p`. -/
theorem energyDerivative_expansion (u v : V) {p : ℝ} (hp : p ≠ 0) (q : ℝ) :
    v = (q / p) • u - (‖localOrbital p q u v‖ / p) • normalizedLO p q u v := by
  -- undo the normalization
  have hl : ‖localOrbital p q u v‖ • normalizedLO p q u v = localOrbital p q u v := by
    by_cases h : localOrbital p q u v = 0
    · simp [normalizedLO, h]
    · rw [normalizedLO, smul_inv_smul₀ (norm_ne_zero_iff.mpr h)]
  have hr : (‖localOrbital p q u v‖ / p) • normalizedLO p q u v = (q / p) • u - v := by
    rw [div_eq_inv_mul, mul_smul, hl, localOrbital, smul_sub, smul_smul, smul_smul,
      inv_mul_cancel₀ hp, one_smul, div_eq_inv_mul]
  rw [hr]
  abel

/-- In the plane, `u = (1, 0)` is normalized and orthogonal to `v = (0, 2)`, and for `p = q = 1`
the Gram determinant of `u` and the normalized local orbital is `4/5`. -/
theorem gramDet_witness :
    ‖(!₂[1, 0] : EuclideanSpace ℝ (Fin 2))‖ = 1 ∧
    ⟪(!₂[1, 0] : EuclideanSpace ℝ (Fin 2)), !₂[0, 2]⟫_ℝ = 0 ∧
    gramDet (!₂[1, 0] : EuclideanSpace ℝ (Fin 2)) (normalizedLO 1 1 !₂[1, 0] !₂[0, 2])
      = 4 / 5 := by
  have hu : ‖(!₂[1, 0] : EuclideanSpace ℝ (Fin 2))‖ = 1 := by
    simp [EuclideanSpace.norm_eq, Fin.sum_univ_two]
  have huv : ⟪(!₂[1, 0] : EuclideanSpace ℝ (Fin 2)), !₂[0, 2]⟫_ℝ = 0 := by
    simp [PiLp.inner_apply, Fin.sum_univ_two]
  have hv : ‖(!₂[0, 2] : EuclideanSpace ℝ (Fin 2))‖ ^ 2 = 4 := by
    rw [EuclideanSpace.norm_sq_eq, Fin.sum_univ_two]
    norm_num
  refine ⟨hu, huv, ?_⟩
  rw [(gramDet_normalizedLO hu huv (localOrbital_ne_zero hu huv 1 one_ne_zero)).2, hv]
  norm_num

end

end APWLocalOrbital
```

```lean
#print axioms APWLocalOrbital.tendsto_gramDet
-- 'APWLocalOrbital.tendsto_gramDet' depends on axioms: [propext, Classical.choice, Quot.sound]
#print axioms APWLocalOrbital.gramDet_lt_iff
-- 'APWLocalOrbital.gramDet_lt_iff' depends on axioms: [propext, Classical.choice, Quot.sound]
#print axioms APWLocalOrbital.gramDet_eq_zero_iff
-- 'APWLocalOrbital.gramDet_eq_zero_iff' depends on axioms: [propext, Classical.choice, Quot.sound]
#print axioms APWLocalOrbital.energyDerivative_expansion
-- 'APWLocalOrbital.energyDerivative_expansion' depends on axioms: [propext, Classical.choice, Quot.sound]
```

## From the overlaps to the limit in Lean

**Boundary condition.** In `boundary_zero_iff`, linearity of `B` turns the forward assumption into $a\,B(u)+b\,B(v)=0$. The step `hb` solves this for `b`, and the factor $c$ is `a / B v`, the $a/q$ of the derivation. In the reverse direction, `ring` cancels the two products of boundary values.

**Norm and overlap.** `norm_sq_localOrbital` expands the squared norm of a difference with `norm_sub_sq_real`, and `huv` removes the cross term. `inner_localOrbital` expands the overlap with `u` in the same way and finds `q`. If the local orbital were zero, this overlap would be zero too, which is how `localOrbital_ne_zero` contradicts `q ≠ 0`.

**Determinant.** `gramDet_normalizedLO` first proves that the normalized orbital has norm one. The facts `hi` and `hi'` give the two off-diagonal entries, each equal to $q/\|w\|$. After `Matrix.det_fin_two_of` expands the determinant, `← hs` writes the denominator as $\|w\|^2$. Then `field_simp` clears the fractions, and `linear_combination hs` closes the remaining identity with $\|w\|^2=q^2+Np^2$.

**Limit.** `tendsto_gramDet` replaces the determinant by its formula for all `p` at once, which is permitted because `q ≠ 0` keeps the local orbital nonzero. `ContinuousAt.div` then asks for continuity of numerator and denominator and for a nonzero denominator at $p=0$. The last of these is where $q^2\neq0$ enters.

**Tolerance and exact dependence.** Both `gramDet_lt_iff` and `gramDet_eq_zero_iff` obtain a positive denominator from the squared norm of the nonzero local orbital. The first multiplies through by it with `div_lt_iff₀` and rearranges with `linarith`. The second reduces a vanishing quotient to a vanishing numerator, where `v ≠ 0` leaves only `p = 0`.

**Expansion and instance.** In `energyDerivative_expansion`, the fact `hl` recovers $w$ from $\|w\|\hat w$, treating a zero local orbital separately. Dividing by `p` gives `hr`, and `abel` finishes the rearrangement. `gramDet_witness` computes the norm of `u`, the inner product and $N=4$ in coordinates, then inserts them into the general formula.
